# Exclusion hopping among finitely many levels, with positive rates in detailed balance, has one stationary law for each possible carrier number, the canonical one

Suppose a Monte Carlo code moves one carrier between two levels, and its stationary occupations are checked against the Fermi–Dirac function with the chemical potential set for mean number one. With a Boltzmann factor of $1/4$ between the levels, the code gives $1/5$ for the upper level where Fermi–Dirac gives $1/3$. Longer runs do not close the gap, and someone may look for a fault in a correct program. The mismatch lies in the reference: the code fixes the carrier number, whereas the Fermi–Dirac function belongs to the grand canonical ensemble, in which that number fluctuates.

## Balance between configurations

Take finitely many levels with energies $E_i$, and let $\beta$ be the inverse temperature, with $k_B=1$. A configuration is the set $S$ of occupied levels, with $|S|=N$. A carrier on $i\in S$ hops to an empty level $j\notin S$ at rate $W_{ij}$, which leads to $S^{i\to j}=(S\setminus\{i\})\cup\{j\}$. Rates between distinct levels are positive and satisfy
$$W_{ij}e^{-\beta E_i}=W_{ji}e^{-\beta E_j}.$$
A law $p$ is stationary when, for every $S$ with $N$ carriers,
$$\sum_{i\in S}\sum_{j\notin S}\bigl[W_{ji}\,p(S^{i\to j})-W_{ij}\,p(S)\bigr]=0 .$$

Let $b(S)=\exp(-\beta\sum_{i\in S}E_i)$ and $Z=\sum_{|S|=N}b(S)$. Multiplying the one-level balance by $\exp(-\beta\sum_{l\in S\setminus\{i\}}E_l)$ gives
$$W_{ji}\,b(S^{i\to j})=W_{ij}\,b(S).$$
Every bracket therefore vanishes for $p=b/Z$, which is stationary.

Conversely, let $p$ be stationary and let $c$ be the largest value of $p/b$ among the $N$-carrier configurations. At any $S$ where $p(S)=c\,b(S)$,
$$W_{ji}\,p(S^{i\to j})\le c\,W_{ji}\,b(S^{i\to j})=c\,W_{ij}\,b(S)=W_{ij}\,p(S).$$
No bracket is positive and their sum is zero, so each is zero. Since $W_{ji}>0$, it follows that $p(S^{i\to j})=c\,b(S^{i\to j})$: the maximal ratio passes to every neighbour.

Hops reach every configuration $T$ with the same carrier number. If $S\ne T$, the sets $S\setminus T$ and $T\setminus S$ have equal, nonzero size, and moving a carrier from the first to the second lowers that size by one. So $p=c\,b$ throughout, and normalisation gives $c=1/Z$.

In the smallest case, $N=0$, the empty configuration is the only one and has probability one.

## One carrier against Fermi–Dirac

For $N=1$ the occupation of level $i$ is $p_i=e^{-\beta E_i}/Z$. Let $f_i=1/(e^{\beta(E_i-\mu)}+1)$, with $\sum_i f_i=1$. Since
$$p_i\bigl(e^{\beta(E_i-\mu)}+1\bigr)=\frac{e^{-\beta\mu}}{Z}+p_i ,$$
we have $f_i\le p_i$ exactly when $1\le e^{-\beta\mu}/Z+p_i$. For $\beta>0$ the left-over $p_i$ is smallest at a highest level $m$. Suppose that some level $k$ lies below $m$. If $f_m\le p_m$ held, then $f_i\le p_i$ would hold for all $i$, strictly at $k$. Both sets of occupations sum to one, so this is impossible, and $p_m<f_m$.

For two levels $E_0<E_1$, take $\mu=(E_0+E_1)/2$. The exponentials $x=e^{\beta(E_0-\mu)}$ and $y=e^{\beta(E_1-\mu)}$ satisfy $xy=1$, hence
$$\frac1{x+1}+\frac1{y+1}=\frac{x+y+2}{xy+x+y+1}=1 .$$
No other $\mu$ gives mean number one, because each $f_i$ increases with $\mu$; this remark is not part of the Lean development.

With $\Delta=E_1-E_0$, the upper occupations are $1/(e^{\beta\Delta}+1)$ for the single carrier and $1/(e^{\beta\Delta/2}+1)$ for Fermi–Dirac. At $e^{\beta\Delta}=4$ they are $1/5$ and $1/3$. Metropolis rates are then $1$ downward and $1/4$ upward, and the currents agree: $\tfrac15\cdot1=\tfrac45\cdot\tfrac14$. As $\Delta\to0$ both occupations tend to $1/2$, and the strict inequality is lost.

## Configurations and rates in Lean

The levels form a finite type `ι`, and a configuration is a `Finset ι`, so double occupation cannot be expressed.

```lean
import Mathlib

open Finset

namespace ExclusionHopping

noncomputable section

variable {ι : Type*} [Fintype ι] [DecidableEq ι]
```

The set `hop S i j` is $S^{i\to j}$.

```lean
/-- The configuration obtained from the set `S` of occupied levels when the carrier on `i`
moves to `j`. -/
def hop (S : Finset ι) (i j : ι) : Finset ι := insert j (S.erase i)
```

In `W i j` the first index is the level the carrier leaves. The complement `Sᶜ` contains the empty levels.

```lean
/-- Right-hand side of the master equation at configuration `S`: gain by hops into `S` minus
loss by hops out of `S`, where carriers hop only from occupied to empty levels. -/
def netFlow (W : ι → ι → ℝ) (p : Finset ι → ℝ) (S : Finset ι) : ℝ :=
  ∑ i ∈ S, ∑ j ∈ Sᶜ, (W j i * p (hop S i j) - W i j * p S)
```

The function `p` is defined on all configurations, but only its values on those with `N` carriers are constrained.

```lean
/-- A stationary law of `N` carriers: a probability distribution on the `N`-element
configurations that the master equation leaves unchanged. -/
structure IsStationaryLaw (W : ι → ι → ℝ) (N : ℕ) (p : Finset ι → ℝ) : Prop where
  nonneg : ∀ S : Finset ι, S.card = N → 0 ≤ p S
  total : ∑ S ∈ powersetCard N (univ : Finset ι), p S = 1
  stationary : ∀ S : Finset ι, S.card = N → netFlow W p S = 0
```

The next three definitions are $b(S)$, $Z$ and the mean occupation, which adds the probabilities of the configurations containing `i`.

```lean
/-- Boltzmann weight of a configuration at inverse temperature `β`. -/
def boltzmann (β : ℝ) (E : ι → ℝ) (S : Finset ι) : ℝ := Real.exp (-β * ∑ i ∈ S, E i)

/-- Canonical partition function of `N` carriers with exclusion. -/
def partitionSum (β : ℝ) (E : ι → ℝ) (N : ℕ) : ℝ :=
  ∑ S ∈ powersetCard N (univ : Finset ι), boltzmann β E S

/-- Mean occupation of level `i` in the law `p` of `N` carriers. -/
def occupation (p : Finset ι → ℝ) (N : ℕ) (i : ι) : ℝ :=
  ∑ S ∈ powersetCard N (univ : Finset ι), if i ∈ S then p S else 0
```

The Fermi–Dirac function is written down directly, not derived from a grand canonical ensemble.

```lean
/-- Fermi-Dirac occupation at energy `ε` and chemical potential `μ`. -/
def fermi (β μ ε : ℝ) : ℝ := 1 / (Real.exp (β * (ε - μ)) + 1)
```

The Metropolis rates have unit attempt frequency.

```lean
/-- Metropolis rate for a hop from `i` to `j`. -/
def metropolis (β : ℝ) (E : ι → ℝ) (i j : ι) : ℝ := min 1 (Real.exp (-β * (E j - E i)))
```

## Lifting balance and connecting configurations

Removing an occupied level and inserting an empty one leaves the cardinality unchanged.

```lean
omit [Fintype ι] in
/-- A hop from an occupied to an empty level conserves the number of carriers. -/
theorem card_hop {S : Finset ι} {i j : ι} (hi : i ∈ S) (hj : j ∉ S) :
    (hop S i j).card = S.card := by
  rw [hop, card_insert_of_notMem (by simp [hj]), card_erase_add_one hi]
```

For the lifted balance, the rewriting splits $E_j$ off one energy sum and $E_i$ off the other. The `linear_combination` step then multiplies `hdb i j` by the common Boltzmann factor.

```lean
omit [Fintype ι] in
/-- Detailed balance of the single-level rates implies detailed balance between
configurations joined by a hop from an occupied to an empty level. -/
theorem configuration_balance {W : ι → ι → ℝ} {β : ℝ} {E : ι → ℝ}
    (hdb : ∀ i j, W i j * Real.exp (-β * E i) = W j i * Real.exp (-β * E j))
    {S : Finset ι} {i j : ι} (hi : i ∈ S) (hj : j ∉ S) :
    W j i * boltzmann β E (hop S i j) = W i j * boltzmann β E S := by
  unfold boltzmann hop
  rw [sum_insert (by simp [hj]), ← add_sum_erase S E hi, mul_add, mul_add,
    Real.exp_add, Real.exp_add]
  linear_combination -(Real.exp (-β * ∑ x ∈ S.erase i, E x)) * hdb i j
```

Connectivity is stated for an arbitrary property `P` preserved by hops. The induction runs over the size of `T \ S`, the levels of the target still empty, and `omega` does the counting.

```lean
omit [Fintype ι] in
/-- A property preserved by every hop from an occupied to an empty level passes from one
configuration to any other with the same number of carriers. -/
theorem hop_connected (P : Finset ι → Prop)
    (hP : ∀ S i j, i ∈ S → j ∉ S → P S → P (hop S i j))
    {S T : Finset ι} (hc : S.card = T.card) (hS : P S) : P T := by
  -- induct on the number of levels of T that are still empty
  have key : ∀ n : ℕ, ∀ S : Finset ι, (T \ S).card = n → S.card = T.card → P S → P T := by
    intro n
    induction n with
    | zero =>
      intro S h hc hS
      have hsub : T ⊆ S := sdiff_eq_empty_iff_subset.mp (card_eq_zero.mp h)
      rw [eq_of_subset_of_card_le hsub hc.le]
      exact hS
    | succ n ih =>
      intro S h hc hS
      have a := card_sdiff_add_card_inter S T
      have b := card_sdiff_add_card_inter T S
      rw [inter_comm] at b
      obtain ⟨j, hj⟩ : (T \ S).Nonempty := card_pos.mp (by omega)
      obtain ⟨i, hi⟩ : (S \ T).Nonempty := card_pos.mp (by omega)
      have c := card_erase_of_mem hj
      rw [mem_sdiff] at hi hj
      refine ih (hop S i j) ?_ ((card_hop hi.1 hj.2).trans hc) (hP S i j hi.1 hj.2 hS)
      have e : T \ hop S i j = (T \ S).erase j := by
        ext x
        have hx : x ∈ T → x ≠ i := fun h e => hi.2 (e ▸ h)
        simp only [hop, mem_sdiff, mem_insert, mem_erase]
        tauto
      rw [e]
      omega
  exact key _ S rfl hc hS
```

## The canonical law as an equivalence

The theorem says that `p` is a stationary law of `N` carriers if and only if it equals $b/Z$ on every `N`-carrier configuration. Read from right to left it supplies a stationary law; read from left to right it excludes any other.

Detailed balance, `hdb`, stands for exchange of energy with a bath at a single temperature, with no steady current driven through the levels. Positivity, `hW`, allows a direct hop between any two levels, so models with a hopping cutoff do not satisfy it. If all rates were zero, every law would be stationary, so some condition linking the levels is needed. The bound `hN` ensures that a configuration exists. The sign of `β` plays no role here.

For carriers that affect each other only through exclusion, on finitely many levels and with rates that meet these hypotheses, this gives a kinetic Monte Carlo code an exact reference for its long-time averages, in which each configuration is weighted by its residence time. It does not say how fast that law is approached.

In the proof, `exists_max_image` selects the configuration of largest ratio and `hle` records the bound. `hterm` shows that no bracket is positive. Two uses of `sum_eq_zero_iff_of_nonpos`, one for each sum, make the individual bracket vanish, and `hop_connected` spreads the equality. `hcZ` is the normalisation $cZ=1$. The reverse direction cancels the brackets one by one.

```lean
/-- For positive rates between distinct levels in detailed balance, and no more carriers than
levels, a law of `N` carriers is stationary exactly when it is the canonical distribution. -/
theorem stationary_iff_canonical {W : ι → ι → ℝ} {β : ℝ} {E : ι → ℝ} {N : ℕ}
    (hW : ∀ i j, i ≠ j → 0 < W i j)
    (hdb : ∀ i j, W i j * Real.exp (-β * E i) = W j i * Real.exp (-β * E j))
    (hN : N ≤ Fintype.card ι) (p : Finset ι → ℝ) :
    IsStationaryLaw W N p ↔
      ∀ S : Finset ι, S.card = N → p S = boltzmann β E S / partitionSum β E N := by
  have hb : ∀ S : Finset ι, 0 < boltzmann β E S := fun S => Real.exp_pos _
  have hne : (powersetCard N (univ : Finset ι)).Nonempty :=
    powersetCard_nonempty.mpr (by simpa using hN)
  have hZ : 0 < partitionSum β E N := sum_pos (fun S _ => hb S) hne
  constructor
  · intro h
    -- start where the ratio of p to the Boltzmann weight is largest
    obtain ⟨S₀, h₀, hmax⟩ := exists_max_image _ (fun S => p S / boltzmann β E S) hne
    obtain ⟨c, hc⟩ : ∃ c, c = p S₀ / boltzmann β E S₀ := ⟨_, rfl⟩
    have hle : ∀ S : Finset ι, S.card = N → p S ≤ c * boltzmann β E S := by
      intro S hS
      have h1 := hmax S (mem_powersetCard_univ.mpr hS)
      rw [hc]
      exact (div_le_iff₀ (hb S)).mp h1
    have hall : ∀ S : Finset ι, S.card = N → p S = c * boltzmann β E S := by
      intro T hT
      have h₀' : S₀.card = N := mem_powersetCard_univ.mp h₀
      refine (hop_connected (fun S => S.card = N ∧ p S = c * boltzmann β E S) ?_
        (h₀'.trans hT.symm) ⟨h₀', by rw [hc, div_mul_cancel₀ _ (hb S₀).ne']⟩).2
      rintro S i j hi hj ⟨hS, hpS⟩
      refine ⟨(card_hop hi hj).trans hS, ?_⟩
      -- every net current (gain minus loss) into a maximal configuration is nonpositive
      have hterm : ∀ a ∈ S, ∀ b ∈ Sᶜ, W b a * p (hop S a b) - W a b * p S ≤ 0 := by
        intro a ha b hb'
        have hbS : b ∉ S := mem_compl.mp hb'
        have hba : b ≠ a := fun e => hbS (e ▸ ha)
        have h1 := mul_le_mul_of_nonneg_left
          (hle (hop S a b) ((card_hop ha hbS).trans hS)) (hW b a hba).le
        have h2 := configuration_balance hdb ha hbS
        have h3 : W b a * (c * boltzmann β E (hop S a b)) = W a b * p S := by
          rw [hpS]
          linear_combination c * h2
        linarith
      -- they sum to zero, so each of them vanishes
      have h0 := h.stationary S hS
      unfold netFlow at h0
      have h1 := (sum_eq_zero_iff_of_nonpos
        (fun a ha => sum_nonpos (hterm a ha))).mp h0 i hi
      have h2 := (sum_eq_zero_iff_of_nonpos (hterm i hi)).mp h1 j (mem_compl.mpr hj)
      have hji : j ≠ i := fun e => hj (e ▸ hi)
      apply mul_left_cancel₀ (hW j i hji).ne'
      rw [hpS] at h2
      linear_combination h2 - c * configuration_balance hdb hi hj
    -- normalisation fixes the constant
    have hcZ : c * partitionSum β E N = 1 := by
      rw [← h.total, partitionSum, mul_sum]
      exact sum_congr rfl fun S hS => (hall S (mem_powersetCard_univ.mp hS)).symm
    intro S hS
    rw [hall S hS, eq_div_iff hZ.ne']
    linear_combination boltzmann β E S * hcZ
  · intro h
    refine ⟨fun S hS => ?_, ?_, fun S hS => ?_⟩
    · rw [h S hS]
      exact (div_pos (hb S) hZ).le
    · rw [sum_congr rfl fun S hS => h S (mem_powersetCard_univ.mp hS), ← sum_div]
      exact div_self hZ.ne'
    · refine sum_eq_zero fun i hi => sum_eq_zero fun j hj => ?_
      have hj' : j ∉ S := mem_compl.mp hj
      rw [h _ ((card_hop hi hj').trans hS), h S hS]
      linear_combination configuration_balance hdb hi hj' / partitionSum β E N
```

Metropolis rates meet both rate hypotheses for any energies, since $W_{ij}e^{-\beta E_i}=\min(e^{-\beta E_i},e^{-\beta E_j})$ is symmetric in $i$ and $j$.

```lean
omit [Fintype ι] [DecidableEq ι] in
/-- Metropolis rates are positive and obey detailed balance, for any level energies. -/
theorem metropolis_witness (β : ℝ) (E : ι → ℝ) :
    (∀ i j, i ≠ j → 0 < metropolis β E i j) ∧
    ∀ i j, metropolis β E i j * Real.exp (-β * E i) =
      metropolis β E j i * Real.exp (-β * E j) := by
  have h : ∀ i j, metropolis β E i j * Real.exp (-β * E i) =
      min (Real.exp (-β * E i)) (Real.exp (-β * E j)) := by
    intro i j
    rw [metropolis, min_mul_of_nonneg _ _ (Real.exp_pos _).le, one_mul, ← Real.exp_add]
    congr 2
    ring
  exact ⟨fun i j _ => lt_min one_pos (Real.exp_pos _),
    fun i j => by rw [h, h, min_comm]⟩
```

## One carrier occupies the highest level less than Fermi–Dirac predicts

Here `m` is a highest level, `k` lies below it, and `hμ` assumes that `μ` gives mean number one. The proof first reduces the occupation to `p {m}` and inserts the canonical law. The identity `key` is the displayed one for $p_i$. After `by_contra`, `hle` and `hlt` give the weak and strict comparisons, and `sum_lt_sum` turns them into $1<1$.

```lean
/-- In a stationary law of one carrier, at positive temperature and with positive rates in detailed
balance, a highest level, with some level below it, is occupied strictly less than in the
Fermi-Dirac distribution of mean number one. -/
theorem top_occupation_lt_fermi {W : ι → ι → ℝ} {β μ : ℝ} {E : ι → ℝ} {p : Finset ι → ℝ}
    (hW : ∀ i j, i ≠ j → 0 < W i j)
    (hdb : ∀ i j, W i j * Real.exp (-β * E i) = W j i * Real.exp (-β * E j))
    (hβ : 0 < β) (hp : IsStationaryLaw W 1 p) {m k : ι}
    (hm : ∀ i, E i ≤ E m) (hk : E k < E m) (hμ : ∑ i, fermi β μ (E i) = 1) :
    occupation p 1 m < fermi β μ (E m) := by
  have hocc : occupation p 1 m = p {m} := by
    rw [occupation, powersetCard_one, sum_map]
    simp
  have htot : ∑ i, p {i} = 1 := by
    have h := hp.total
    rw [powersetCard_one, sum_map] at h
    simpa using h
  have hN : 1 ≤ Fintype.card ι := Fintype.card_pos_iff.mpr ⟨m⟩
  obtain ⟨Z, hZdef⟩ : ∃ Z, Z = partitionSum β E 1 := ⟨_, rfl⟩
  have hZ : 0 < Z := by
    rw [hZdef]
    exact sum_pos (fun S _ => Real.exp_pos _) (powersetCard_nonempty.mpr (by simpa using hN))
  have hpi : ∀ i, p {i} = Real.exp (-β * E i) / Z := by
    intro i
    rw [(stationary_iff_canonical hW hdb hN p).mp hp {i} (card_singleton i), boltzmann,
      sum_singleton, hZdef]
  -- comparison with Fermi-Dirac depends on the level only through p itself
  have key : ∀ i, p {i} * (Real.exp (β * (E i - μ)) + 1) =
      Real.exp (-β * μ) / Z + p {i} := by
    intro i
    have h : Real.exp (-β * E i) * Real.exp (β * (E i - μ)) = Real.exp (-β * μ) := by
      rw [← Real.exp_add]
      congr 1
      ring
    rw [hpi]
    linear_combination h / Z
  have hd : ∀ i, 0 < Real.exp (β * (E i - μ)) + 1 := fun i => by positivity
  rw [hocc]
  by_contra hcon
  have h1 := (div_le_iff₀ (hd m)).mp (not_lt.mp hcon)
  rw [key] at h1
  have hle : ∀ i, fermi β μ (E i) ≤ p {i} := by
    intro i
    have h2 : p {m} ≤ p {i} := by
      rw [hpi, hpi]
      exact div_le_div_of_nonneg_right (Real.exp_le_exp.mpr (by nlinarith [hm i])) hZ.le
    rw [fermi, div_le_iff₀ (hd i), key]
    linarith
  have hlt : fermi β μ (E k) < p {k} := by
    have h2 : p {m} < p {k} := by
      rw [hpi, hpi]
      exact div_lt_div_of_pos_right (Real.exp_lt_exp.mpr (by nlinarith)) hZ
    rw [fermi, div_lt_iff₀ (hd k), key]
    linarith
  have hsum := sum_lt_sum (fun i _ => hle i) ⟨k, mem_univ k, hlt⟩
  rw [hμ, htot] at hsum
  exact lt_irrefl _ hsum
```

For two levels, `Fin 2` labels the lower one `0` and the upper one `1`. The chemical potential is no longer assumed: the first half of the conclusion shows that the midpoint gives mean number one, with `hab` as the relation $xy=1$. The second half applies the preceding theorem.

```lean
/-- Two unequal levels, a stationary law of one carrier, positive temperature, positive rates in
detailed balance: the chemical potential midway between the levels gives mean number one, and the
upper occupation lies strictly below its Fermi-Dirac value. -/
theorem two_level_occupation_lt_fermi {W : Fin 2 → Fin 2 → ℝ} {β : ℝ} {E : Fin 2 → ℝ}
    {p : Finset (Fin 2) → ℝ} (hW : ∀ i j, i ≠ j → 0 < W i j)
    (hdb : ∀ i j, W i j * Real.exp (-β * E i) = W j i * Real.exp (-β * E j))
    (hβ : 0 < β) (hE : E 0 < E 1) (hp : IsStationaryLaw W 1 p) :
    ∑ i, fermi β ((E 0 + E 1) / 2) (E i) = 1 ∧
      occupation p 1 1 < fermi β ((E 0 + E 1) / 2) (E 1) := by
  have hμ : ∑ i, fermi β ((E 0 + E 1) / 2) (E i) = 1 := by
    have hab : Real.exp (β * (E 0 - (E 0 + E 1) / 2)) *
        Real.exp (β * (E 1 - (E 0 + E 1) / 2)) = 1 := by
      rw [← Real.exp_add, ← Real.exp_zero]
      congr 1
      ring
    rw [Fin.sum_univ_two, fermi, fermi, div_add_div _ _ (by positivity) (by positivity),
      div_eq_iff (by positivity)]
    linear_combination -hab
  exact ⟨hμ, top_occupation_lt_fermi hW hdb hβ hp
    (Fin.forall_fin_two.mpr ⟨hE.le, le_rfl⟩) hE hμ⟩

end

end ExclusionHopping
```

```lean
#print axioms ExclusionHopping.stationary_iff_canonical
#print axioms ExclusionHopping.two_level_occupation_lt_fermi
```

```
'ExclusionHopping.stationary_iff_canonical' depends on axioms: [propext, Classical.choice, Quot.sound]
'ExclusionHopping.two_level_occupation_lt_fermi' depends on axioms: [propext, Classical.choice, Quot.sound]
```
